# An equivariant map can take the value y at x exactly when every symmetry of x fixes y

Before a model of molecular dipoles is fitted to reference data, the labels of symmetric geometries can be checked. Take each operation that maps the molecule onto itself, apply it to the dipole label, and see whether the label changes. If it does, as can happen when the reference calculation has converged to a symmetry-broken electronic state, no model that is equivariant under that operation and treats identical atoms alike reproduces that label exactly. If it never does, some equivariant function takes that value at that geometry.

Both directions are proved below for a group acting on configurations and acting linearly on a real vector space of properties. The result concerns arbitrary functions, so it tells a modeller which labels symmetry allows, but not whether a particular network architecture can represent them.

## Configurations, properties and equivariance

```lean
import Mathlib

open Finset

namespace SymmetryInheritance

noncomputable section

variable {G X V ι : Type*} [Group G] [MulAction G X] [AddCommGroup V] [Module ℝ V]
```

The last line introduces the objects. `G` is a group of symmetry operations, and `X` is a set of configurations on which it acts (`MulAction G X`); the action is written `g • x` in Lean and $g\cdot x$ here. `V` is a real vector space of properties, of any dimension. `ι` is a set of indices that number the data points.

For molecules, the choice of $X$ and $G$ decides what "fixes the configuration" means. A rotation of water by $180^\circ$ about its axis exchanges the two hydrogens. It fixes the configuration if $X$ ignores the numbering of identical atoms; otherwise $G$ must contain permutations, and the rotation combined with the exchange is the operation that fixes it.

```lean
/-- A model `f` from configurations to properties is equivariant if transforming the
configuration by `g` transforms the predicted property by `ρ g`. -/
def IsEquivariant (ρ : Representation ℝ G V) (f : X → V) : Prop :=
  ∀ (g : G) (z : X), f (g • z) = ρ g (f z)
```

A `Representation ℝ G V` assigns to each $g$ a linear map $\rho(g)$ on $V$, compatibly with multiplication in the group and with $\rho(1)$ the identity map. For a dipole, $\rho(g)$ is the orthogonal matrix of the spatial part of $g$, such as a rotation, a reflection or the inversion, and permutations of atoms have no effect; for an energy $\rho(g)$ is the identity. The definition says that $f$ is equivariant if
$$f(g\cdot z)=\rho(g)\,f(z)\quad\text{for all } g\in G,\ z\in X.$$
`IsEquivariant ρ f` is a proposition, a statement that a given $f$ may or may not satisfy. It demands neither continuity nor smoothness.

```lean
/-- Applying a product of symmetry operations to a property is applying them in turn. -/
lemma rep_mul (ρ : Representation ℝ G V) (g h : G) (v : V) :
    ρ (g * h) v = ρ g (ρ h v) := by
  rw [map_mul]
  rfl
```

In ordinary notation, $\rho(gh)v=\rho(g)\rho(h)v$.

```lean
/-- A vector equal to its own negative is zero. -/
lemma eq_zero_of_neg_eq {v : V} (h : -v = v) : v = 0 := by
  have h2 : (2 : ℝ) • v = 0 := by
    linear_combination (norm := module) (-1 : ℝ) • h
  exact (smul_eq_zero.mp h2).resolve_left two_ne_zero
```

If $-v=v$, then $2v=0$, and hence $v=0$. This will turn a sign reversal into a vanishing property.

## The property inherits the symmetry

```lean
/-- Symmetry inheritance: every operation that fixes a configuration also fixes the property
which an equivariant model assigns to it. -/
theorem symmetry_inheritance (ρ : Representation ℝ G V) {f : X → V}
    (hf : IsEquivariant ρ f) {x : X} {g : G} (hg : g • x = x) : ρ g (f x) = f x := by
  rw [← hf g x, hg]
```

Read the statement from left to right: given an equivariant $f$ (the hypothesis `hf`) and an operation with $g\cdot x=x$ (the hypothesis `hg`), the value $f(x)$ is fixed by $\rho(g)$. By hand this is one line:
$$\rho(g)f(x)=f(g\cdot x)=f(x).$$
The command `rw` replaces one side of an equation by the other. The arrow in `← hf g x` means that equivariance is used from right to left, which is the first equality; `hg` gives the second. For water with two equal bond lengths, the predicted dipole must therefore lie along the twofold axis.

## Fitting several data points

```lean
/-- Training data `x i ↦ y i` can be fitted exactly by an equivariant model if and only if `g • x i
= x j` implies `ρ g (y i) = y j` for all `i`, `j` (equal or not) and all `g`. -/
theorem exists_equivariant_interpolant_iff (ρ : Representation ℝ G V) (x : ι → X) (y : ι → V) :
    (∃ f : X → V, IsEquivariant ρ f ∧ ∀ i, f (x i) = y i) ↔
      ∀ (i j : ι) (g : G), g • x i = x j → ρ g (y i) = y j := by
  classical
  constructor
  · rintro ⟨f, hf, hy⟩ i j g hg
    rw [← hy i, ← hy j, ← hf g (x i), hg]
  · intro H
    -- transport the labels along the orbits of the data, and put zero elsewhere
    let f : X → V := fun z =>
      if h : ∃ p : ι × G, p.2 • x p.1 = z then ρ h.choose.2 (y h.choose.1) else 0
    -- consistency of the data makes the transported label independent of the choice
    have key : ∀ (i : ι) (g : G), f (g • x i) = ρ g (y i) := by
      intro i g
      have hz : ∃ p : ι × G, p.2 • x p.1 = g • x i := ⟨(i, g), rfl⟩
      have hf : f (g • x i) = ρ hz.choose.2 (y hz.choose.1) := dif_pos hz
      have hs : hz.choose.2 • x hz.choose.1 = g • x i := hz.choose_spec
      have hy := H hz.choose.1 i (g⁻¹ * hz.choose.2) (by rw [mul_smul, hs, inv_smul_smul])
      rw [hf, ← hy, ← rep_mul, mul_inv_cancel_left]
    refine ⟨f, ?_, ?_⟩
    · intro g z
      by_cases hz : ∃ p : ι × G, p.2 • x p.1 = z
      · obtain ⟨⟨i, k⟩, hk⟩ := hz
        have hk' : k • x i = z := hk
        rw [← hk', ← mul_smul, key, key, rep_mul]
      · have hgz : ¬ ∃ p : ι × G, p.2 • x p.1 = g • z := by
          rintro ⟨⟨i, k⟩, hk⟩
          refine hz ⟨(i, g⁻¹ * k), ?_⟩
          change (g⁻¹ * k) • x i = z
          rw [mul_smul]
          exact inv_smul_eq_iff.mpr hk
        have h1 : f (g • z) = 0 := dif_neg hgz
        have h2 : f z = 0 := dif_neg hz
        rw [h1, h2, map_zero]
    · intro i
      have h := key i 1
      rw [one_smul, map_one] at h
      exact h
```

The data are configurations $x_i$ with labels $y_i$, where $i$ runs over any index set, finite or not. An equivariant $f$ with $f(x_i)=y_i$ for all $i$ exists if and only if
$$g\cdot x_i=x_j\ \Longrightarrow\ \rho(g)y_i=y_j\quad\text{for all } i,j,g.$$
The case $i=j$ is the symmetry condition at a single configuration. The case $i\neq j$ compares labels of symmetry-related configurations, such as two rotated copies of one molecule.

If $f$ fits the data and $g\cdot x_i=x_j$, then
$$\rho(g)y_i=\rho(g)f(x_i)=f(g\cdot x_i)=f(x_j)=y_j.$$

For the converse, transport the labels along the orbits. If $z=g\cdot x_i$ for some $i$ and $g$, set $f(z)=\rho(g)y_i$; if $z$ is not an image of any data point, set $f(z)=0$. The same $z$ may be reached in two ways, $z=g\cdot x_i=k\cdot x_j$. Then $(g^{-1}k)\cdot x_j=x_i$, so consistency gives $\rho(g^{-1}k)y_j=y_i$. Applying $\rho(g)$ to both sides yields $\rho(k)y_j=\rho(g)y_i$, and the two prescriptions agree.

In Lean, `choose` picks one pair of index and group element for each reachable $z$, and `key` proves that the pick doesn't matter.

Equivariance has two cases. If $z=k\cdot x_i$, then
$$f(g\cdot z)=f(gk\cdot x_i)=\rho(gk)y_i=\rho(g)\rho(k)y_i=\rho(g)f(z).$$
If $z$ is not an image of a data point, neither is $g\cdot z$, and both sides are zero. These are the two branches of `by_cases`. Finally, $g=1$ in `key` gives $f(x_i)=y_i$.

## One configuration and one value

```lean
/-- Symmetry inheritance and its converse: an equivariant model with value `y` at the
configuration `x` exists if and only if every operation fixing `x` also fixes `y`. -/
theorem exists_equivariant_iff (ρ : Representation ℝ G V) (x : X) (y : V) :
    (∃ f : X → V, IsEquivariant ρ f ∧ f x = y) ↔ ∀ g : G, g • x = x → ρ g y = y := by
  constructor
  · rintro ⟨f, hf, rfl⟩ g hg
    exact symmetry_inheritance ρ hf hg
  · intro H
    obtain ⟨f, hf, h⟩ := (exists_equivariant_interpolant_iff ρ
      (fun _ : Unit => x) (fun _ => y)).mpr (fun _ _ g hg => H g hg)
    exact ⟨f, hf, h ()⟩
```

This is the criterion of the title:
$$\exists f\ \text{equivariant with } f(x)=y\quad\Longleftrightarrow\quad \bigl(g\cdot x=x\Rightarrow\rho(g)y=y\ \text{ for all } g\in G\bigr).$$
The forward direction is `symmetry_inheritance`. The converse is the fitting theorem for a single data point, with the one-element type `Unit` as index set. Written out, the model is $f(g\cdot x)=\rho(g)y$ on the orbit of $x$ and zero elsewhere.

## A continuous model for a finite group

A function that drops to zero off one orbit would make a poor property surface. For a finite group, the same criterion also yields a continuous model.

```lean
/-- For a finite group acting continuously on a metric space of configurations, a continuous
equivariant model with value `y` at `x` exists if and only if every operation fixing `x` also fixes
`y`. -/
theorem exists_continuous_equivariant_iff {M : Type*} [MetricSpace M] [MulAction G M]
    [ContinuousConstSMul G M] [Finite G] [TopologicalSpace V] [ContinuousAdd V]
    [ContinuousSMul ℝ V] (ρ : Representation ℝ G V) (x : M) (y : V) :
    (∃ f : M → V, Continuous f ∧ IsEquivariant ρ f ∧ f x = y) ↔
      ∀ g : G, g • x = x → ρ g y = y := by
  classical
  cases nonempty_fintype G
  constructor
  · rintro ⟨f, -, hf, rfl⟩ g hg
    exact symmetry_inheritance ρ hf hg
  · intro H
    -- a continuous weight that vanishes at all images of `x` other than `x` itself
    let φ : M → ℝ := fun z => ∏ g ∈ univ.filter (fun g : G => g • x ≠ x), dist z (g • x)
    have hφ : Continuous φ :=
      continuous_finsetProd _ (fun g _ => continuous_id.dist continuous_const)
    have hnn : ∀ z, 0 ≤ φ z := fun z => Finset.prod_nonneg (fun _ _ => dist_nonneg)
    have hx : φ x ≠ 0 := Finset.prod_ne_zero_iff.mpr
      (fun g hg => dist_ne_zero.mpr (Ne.symm (Finset.mem_filter.mp hg).2))
    have h0 : ∀ g : G, g • x ≠ x → φ (g • x) = 0 := fun g hg =>
      Finset.prod_eq_zero (Finset.mem_filter.mpr ⟨Finset.mem_univ g, hg⟩) (dist_self _)
    let F : M → V := fun z => ∑ g : G, φ (g⁻¹ • z) • ρ g y
    let N : ℝ := ∑ g : G, φ (g⁻¹ • x)
    have hN : 0 < N := by
      refine Finset.sum_pos' (fun g _ => hnn _) ⟨1, Finset.mem_univ _, ?_⟩
      rw [inv_one, one_smul]
      exact lt_of_le_of_ne (hnn x) (Ne.symm hx)
    have hFc : Continuous F := continuous_finsetSum _ (fun g _ =>
      (hφ.comp (continuous_const_smul g⁻¹)).smul continuous_const)
    -- the group sum is equivariant by relabelling the group elements
    have hFe : ∀ (h : G) (z : M), F (h • z) = ρ h (F z) := by
      intro h z
      change ∑ g : G, φ (g⁻¹ • h • z) • ρ g y = ρ h (∑ g : G, φ (g⁻¹ • z) • ρ g y)
      rw [map_sum]
      symm
      refine Fintype.sum_equiv (Equiv.mulLeft h) _ _ (fun k => ?_)
      rw [Equiv.coe_mulLeft, map_smul, rep_mul, mul_inv_rev, mul_smul, inv_smul_smul]
    -- at `x` only the operations fixing `x` contribute, and these fix `y`
    have hFx : F x = N • y := by
      change ∑ g : G, φ (g⁻¹ • x) • ρ g y = (∑ g : G, φ (g⁻¹ • x)) • y
      rw [Finset.sum_smul]
      refine Finset.sum_congr rfl (fun g _ => ?_)
      by_cases hg : g⁻¹ • x = x
      · rw [H g (inv_smul_eq_iff.mp hg).symm]
      · rw [h0 _ hg, zero_smul, zero_smul]
    refine ⟨fun z => N⁻¹ • F z, hFc.const_smul _, fun h z => ?_, ?_⟩
    · change N⁻¹ • F (h • z) = ρ h (N⁻¹ • F z)
      rw [hFe, map_smul]
    · change N⁻¹ • F x = y
      rw [hFx, smul_smul, inv_mul_cancel₀ hN.ne', one_smul]
```

Configurations now form a metric space `M`. Each operation acts continuously on it (`ContinuousConstSMul`), `G` is finite, and addition and scaling in `V` are continuous. This covers a finite point group or the permutations of finitely many atoms, but not the full rotation group.

The forward direction is unchanged. For the converse, let $d$ be the distance and define the weight
$$\varphi(z)=\prod_{g:\,g\cdot x\neq x} d(z,g\cdot x).$$
It is continuous and non-negative, positive at $x$, and zero at every other image of $x$. If no operation moves $x$, the product is empty and equals 1. Next, form the group sum
$$F(z)=\sum_{g\in G}\varphi(g^{-1}\cdot z)\,\rho(g)y .$$
Substituting $g=hk$ shows that it is equivariant:
$$F(h\cdot z)=\sum_{k}\varphi(k^{-1}h^{-1}h\cdot z)\,\rho(hk)y=\rho(h)\sum_k\varphi(k^{-1}\cdot z)\,\rho(k)y=\rho(h)F(z).$$
In `hFe`, this relabelling is `Fintype.sum_equiv (Equiv.mulLeft h)`.

At $z=x$, a term with $g^{-1}\cdot x\neq x$ vanishes because its weight does. In the remaining terms $g$ fixes $x$, so $\rho(g)y=y$ by assumption. Hence
$$F(x)=N y,\qquad N=\sum_{g}\varphi(g^{-1}\cdot x)\ \geq\ \varphi(x)>0,$$
and $f=F/N$ is continuous, equivariant and equal to $y$ at $x$. These steps are `hFx`, `hN` and the final `refine`.

Without finiteness the continuous version can fail, as a short argument in prose shows. Let the integers act on the real line by $n\cdot z=2^n z$ and on $V=\mathbb R$ by $\rho(n)v=(-1)^n v$, and take $x=1$, $y=1$. Only $n=0$ fixes $x$, so the symmetry condition holds. Equivariance forces $f(2^n)=(-1)^n$. As $n\to-\infty$ the points $2^n$ approach 0 while the values keep alternating, so $f$ is not continuous at 0.

## Free values and forced zeros

```lean
/-- Equivariant models can take every value at `x` if and only if all operations fixing `x`
act trivially on the space of properties. -/
theorem all_values_attainable_iff (ρ : Representation ℝ G V) (x : X) :
    (∀ y : V, ∃ f : X → V, IsEquivariant ρ f ∧ f x = y) ↔
      ∀ g : G, g • x = x → ρ g = 1 := by
  constructor
  · intro h g hg
    exact LinearMap.ext (fun y => (exists_equivariant_iff ρ x y).mp (h y) g hg)
  · intro h y
    refine (exists_equivariant_iff ρ x y).mpr (fun g hg => ?_)
    rw [h g hg]
    rfl
```

Every $y\in V$ is the value at $x$ of some equivariant map exactly when $\rho(g)$ is the identity for each $g$ that fixes $x$. In Lean, `ρ g = 1` is an equation between linear maps, and `LinearMap.ext` proves it by comparing them on every vector. The map $f$ may differ from one $y$ to the next. The condition holds for invariant properties, such as the energy, at any configuration, and for every property at a configuration fixed only by the identity.

```lean
/-- If an operation fixing `x` reverses every property vector, each equivariant model vanishes at
`x`. -/
theorem vanishes_of_reversing_symmetry (ρ : Representation ℝ G V) {f : X → V}
    (hf : IsEquivariant ρ f) {x : X} {g : G} (hg : g • x = x) (hρ : ∀ v, ρ g v = -v) :
    f x = 0 :=
  eq_zero_of_neg_eq ((hρ (f x)).symm.trans (symmetry_inheritance ρ hf hg))
```

Suppose that some $g$ fixes $x$ and that $\rho(g)v=-v$ for all $v$. Then
$$-f(x)=\rho(g)f(x)=f(x),$$
so $f(x)=0$. With inversion as $g$, every equivariant dipole model gives zero for a centrosymmetric molecule centred at the origin, provided that identical atoms are not distinguished.

## Spatial inversion

```lean
/-- The two-element group of signs acting on vectors, with `-1` as spatial inversion. -/
def inversionRep (V : Type*) [AddCommGroup V] [Module ℝ V] : Representation ℝ ℤˣ V where
  toFun u := ((u : ℤ) : ℝ) • LinearMap.id
  map_one' := by
    ext v
    simp
  map_mul' u w := by
    ext v
    simp [mul_smul]
    exact smul_comm _ _ _
```

`ℤˣ` is the group of invertible integers, which are $1$ and $-1$. The representation is $\rho(u)v=uv$, so that $-1$ reverses every vector. The fields `map_one'` and `map_mul'` prove that this respects the identity and products.

```lean
/-- Under spatial inversion, an equivariant map from displacements to vectors with value `y`
at `x` exists if and only if `y` vanishes whenever `x` does. -/
theorem exists_inversion_equivariant_iff {E : Type*} [AddCommGroup E] [Module ℝ E]
    (x : E) (y : V) :
    (∃ f : E → V, IsEquivariant (inversionRep V) f ∧ f x = y) ↔ (x = 0 → y = 0) := by
  have hinv : inversionRep V (-1) y = -y := by
    change (((-1 : ℤˣ) : ℤ) : ℝ) • y = -y
    simp
  have hneg : (-1 : ℤˣ) • x = -x := by simp [Units.smul_def]
  rw [exists_equivariant_iff]
  constructor
  · intro h hx
    have h1 := h (-1) (by rw [hneg, hx, neg_zero])
    rw [hinv] at h1
    exact eq_zero_of_neg_eq h1
  · intro h g hg
    rcases Int.units_eq_one_or g with rfl | rfl
    · rw [map_one]
      rfl
    · rw [hneg] at hg
      rw [h (eq_zero_of_neg_eq hg), map_zero]

end

end SymmetryInheritance
```

Here the configurations are displacements in a real vector space `E`, measured from a centre of inversion, and $-1$ sends $x$ to $-x$. Equivariance means $f(-x)=-f(x)$. The theorem says that an odd map with $f(x)=y$ exists if and only if $x=0$ implies $y=0$. A force model that is odd in the displacement must therefore vanish at the centre, while at any single displaced point oddness alone permits every value.

The proof applies the one-point criterion to the two group elements. If the criterion holds and $x=0$, then $-1$ fixes $x$, so $-y=y$ and $y=0$. Conversely, assume that $x=0$ implies $y=0$. The element $1$ fixes every $y$. If $-1$ fixes $x$, then $-x=x$, so $x=0$; hence $y=0$, which $-1$ also fixes. The command `rcases Int.units_eq_one_or g` makes this split into $g=1$ and $g=-1$.

```lean
#print axioms SymmetryInheritance.exists_continuous_equivariant_iff
#print axioms SymmetryInheritance.all_values_attainable_iff
#print axioms SymmetryInheritance.vanishes_of_reversing_symmetry
#print axioms SymmetryInheritance.exists_inversion_equivariant_iff
```

```
'SymmetryInheritance.exists_continuous_equivariant_iff' depends on axioms: [propext, Classical.choice, Quot.sound]
'SymmetryInheritance.all_values_attainable_iff' depends on axioms: [propext, Classical.choice, Quot.sound]
'SymmetryInheritance.vanishes_of_reversing_symmetry' depends on axioms: [propext, Classical.choice, Quot.sound]
'SymmetryInheritance.exists_inversion_equivariant_iff' depends on axioms: [propext, Classical.choice, Quot.sound]
```
